# A strictly decreasing n × n KKR matrix has at most n levels in a pole-free interval

A search for band energies at one k-point looks for zeros of the KKR determinant on an energy mesh. Without an upper bound on their number, the search has no natural end: two close zeros can lie between neighbouring mesh points without a sign change, and a finer mesh might always reveal another level. For a Hermitian $n\times n$ matrix that strictly decreases with energy, there is such a bound, namely $n$.

In a one-electron band calculation with finitely many plane waves and $n$ partial waves, the search between two neighbouring free-electron poles can therefore stop once $n$ levels have been found, provided that the matrix decreases in the sense below. If fewer than $n$ have been found, the bound alone does not tell whether any are missing.

## Counting levels from the top down

Let $M(E)$ be a Hermitian $n\times n$ matrix for each $E$ in a set $I$ of real energies, and let $M(E)-M(E')$ be positive definite whenever $E<E'$ in $I$. A level is an energy with $\det M(E)=0$, and its degeneracy $d(E)$ is the dimension of the kernel of $M(E)$. For any energies $E_1<\dots<E_m$ in $I$,

$$\sum_{j=1}^m d(E_j)\le n .$$

To prove this, we build subspaces $W_m,\dots,W_1$ of $\mathbb C^n$, starting from $W_{m+1}=\{0\}$. Each $W_j$ is to have dimension $d(E_j)+\dots+d(E_m)$, and $x^\dagger M(E)x>0$ is to hold for every nonzero $x\in W_j$ and every $E\in I$ below $E_j$.

Suppose that $W_{j+1}$ is known. Then $w^\dagger M(E_j)w>0$ for every nonzero $w\in W_{j+1}$. A kernel vector $v$ of $M(E_j)$ has $v^\dagger M(E_j)v=0$, so $W_{j+1}$ meets the kernel only in zero. Let $W_j$ be the sum of the two spaces; its dimension is the sum of their dimensions. Since $M(E_j)v=0$ and $v^\dagger M(E_j)=(M(E_j)v)^\dagger=0$,

$$(w+v)^\dagger M(E_j)(w+v)=w^\dagger M(E_j)w\ge 0 .$$

For $E<E_j$ and nonzero $x\in W_j$,

$$x^\dagger M(E)x=x^\dagger M(E_j)x+x^\dagger\big(M(E)-M(E_j)\big)x>0,$$

because the first term is non-negative and the second is positive. This completes the step. Finally $W_1\subseteq\mathbb C^n$ has dimension at most $n$. Each level has $d\ge1$, so there are at most $n$ distinct levels. Continuity in $E$ was not used.

Strictness matters. The $1\times1$ matrix $M(E)=0$ has positive semidefinite differences and is singular at every energy, so semidefinite differences are not enough for the bound.

## Why the KKR matrix decreases

Let $\varepsilon_G$ be the free-electron energies at a fixed k-point, $Y$ the matrix of partial-wave amplitudes of the plane waves, and $c_l(E)$ the inverse scattering strengths. The plane-wave coefficients $a$ and the partial-wave vector $b$ obey

$$(\varepsilon_G-E)\,a_G=(Y^\dagger b)_G,\qquad c_l(E)\,b_l=(Ya)_l .$$

Eliminating $a$ away from the poles gives $M(E)b=0$ with

$$M(E)=C(E)-Y D(E)^{-1}Y^\dagger,$$

where $C$ and $D$ are diagonal with entries $c_l(E)$ and $\varepsilon_G-E$. Its quadratic form is

$$x^\dagger M(E)x=\sum_l c_l(E)|x_l|^2-\sum_G\frac{|(Y^\dagger x)_G|^2}{\varepsilon_G-E}.$$

Take $E<E'$ in an interval that contains no $\varepsilon_G$. Both energies lie on the same side of each pole, so

$$\frac1{\varepsilon_G-E'}-\frac1{\varepsilon_G-E}=\frac{E'-E}{(\varepsilon_G-E')(\varepsilon_G-E)}>0 .$$

Hence

$$x^\dagger\big(M(E)-M(E')\big)x=\sum_l\big(c_l(E)-c_l(E')\big)|x_l|^2+\sum_G\Big(\frac1{\varepsilon_G-E'}-\frac1{\varepsilon_G-E}\Big)|(Y^\dagger x)_G|^2 .$$

If no $c_l$ increases, the first sum is non-negative. If $Y^\dagger x\ne0$ for every nonzero $x$, the second is positive.

The condition on $c_l$ is postulated. It stands for a scatterer whose inverse strength is constant or falls with energy. The sign of the strength is fixed by the two equations above: a separable potential $\sum_l|\beta_l\rangle v_l\langle\beta_l|$ with fixed nonzero $v_l$ and $Y_{lG}=\langle\beta_l|G\rangle$ has the constant $c_l=-1/v_l$, which is positive for attraction. The condition excludes an interval inside which a scattering strength passes through zero, because the inverse strength diverges there. The condition on $Y^\dagger$ says that the plane waves resolve every combination of partial waves, which requires at least $n$ of them.

## The matrices in Lean

The types `n` and `g` label partial waves and plane waves; the number called $n$ above is `Fintype.card n`. One label `l` stands for a whole partial-wave channel, including its magnetic quantum number and site.

```lean
import Mathlib

open Matrix
open scoped ComplexOrder

namespace KKRLevelCount

noncomputable section

variable {n g : Type*} [Fintype n] [DecidableEq n] [Fintype g] [DecidableEq g]
```

The quadratic form is defined as a real part, which for a Hermitian matrix is the whole value.

```lean
/-- The real part of the quadratic form `x† A x`. -/
def quadForm (A : Matrix n n ℂ) (x : n → ℂ) : ℝ := (star x ⬝ᵥ A *ᵥ x).re

/-- The degeneracy of a level: the dimension of the solution space of `A x = 0`. -/
def degeneracy (A : Matrix n n ℂ) : ℕ := Module.finrank ℂ (LinearMap.ker A.mulVecLin)

/-- The complex diagonal matrix with real diagonal entries `d`. -/
def realDiag (d : n → ℝ) : Matrix n n ℂ := diagonal fun i => (d i : ℂ)
```

In the KKR matrix, `Yᴴ` is $Y^\dagger$. The amplitudes do not depend on energy and the sum over plane waves is finite. The step from the muffin-tin Schrödinger equation, with its infinite plane-wave sum, to this matrix is assumed.

```lean
/-- The KKR matrix `C(E) - Y D(E)⁻¹ Y†`, with inverse scattering strengths `c l E`, free-electron
energies `ε G` and partial-wave amplitudes `Y`. It has this meaning only if `E ≠ ε G` for all `G`;
at a pole Lean uses the convention `1 / 0 = 0`. -/
def kkrMatrix (c : n → ℝ → ℝ) (ε : g → ℝ) (Y : Matrix n g ℂ) (E : ℝ) : Matrix n n ℂ :=
  realDiag (fun l => c l E) - Y * realDiag (fun G => 1 / (ε G - E)) * Yᴴ
```

Two facts about real diagonal matrices serve both the KKR matrix and the example at the end: they are Hermitian, and their form is a weighted sum of $|x_i|^2$.

```lean
omit [Fintype n] in
/-- A diagonal matrix with real entries is Hermitian. -/
theorem realDiag_isHermitian (d : n → ℝ) : (realDiag d).IsHermitian := by
  unfold Matrix.IsHermitian realDiag
  rw [diagonal_conjTranspose]
  congr 1
  funext i
  exact Complex.conj_ofReal _

/-- The quadratic form of a real diagonal matrix is the weighted sum of the `|x i|²`. -/
theorem realDiag_form (d : n → ℝ) (x : n → ℂ) :
    star x ⬝ᵥ realDiag d *ᵥ x = ((∑ i, d i * Complex.normSq (x i) : ℝ) : ℂ) := by
  simp only [realDiag, dotProduct, mulVec_diagonal, Pi.star_apply]
  rw [Complex.ofReal_sum]
  refine Finset.sum_congr rfl fun i _ => ?_
  rw [Complex.ofReal_mul, Complex.normSq_eq_conj_mul_self, Complex.star_def]
  ring
```

## Adding a kernel and lowering the energy

The next lemma is the step at a fixed energy. The space `V` is the sum `W ⊔ LinearMap.ker A.mulVecLin`. The equality `hinf` says that the two parts meet only in zero, which gives the dimension, and `he` says that adding a kernel vector leaves the form unchanged.

```lean
omit [DecidableEq n] in
/-- If the form of a Hermitian matrix is positive on the nonzero vectors of `W`, then it is
non-negative on a space whose dimension is that of `W` plus the degeneracy. -/
theorem exists_nonneg_extension {A : Matrix n n ℂ} (hA : A.IsHermitian)
    (W : Submodule ℂ (n → ℂ)) (hW : ∀ w ∈ W, w ≠ 0 → 0 < quadForm A w) :
    ∃ V : Submodule ℂ (n → ℂ), Module.finrank ℂ V = Module.finrank ℂ W + degeneracy A ∧
      ∀ x ∈ V, 0 ≤ quadForm A x := by
  refine ⟨W ⊔ LinearMap.ker A.mulVecLin, ?_, ?_⟩
  · -- a kernel vector has vanishing form, so it cannot lie in `W`
    have hinf : W ⊓ LinearMap.ker A.mulVecLin = ⊥ := by
      rw [Submodule.eq_bot_iff]
      intro w hw
      by_contra h0
      have hk : A *ᵥ w = 0 := hw.2
      have hp := hW w hw.1 h0
      rw [quadForm, hk, dotProduct_zero, Complex.zero_re] at hp
      exact lt_irrefl _ hp
    have h := Submodule.finrank_sup_add_finrank_inf_eq W (LinearMap.ker A.mulVecLin)
    rw [hinf, finrank_bot, add_zero] at h
    exact h
  · intro x hx
    obtain ⟨w, hw, v, hv, rfl⟩ := Submodule.mem_sup.mp hx
    have hk : A *ᵥ v = 0 := hv
    have hk' : star v ᵥ* A = 0 := by
      have h := Matrix.star_mulVec A v
      rw [hk, hA.eq, star_zero] at h
      exact h.symm
    -- adding a kernel vector does not change the form
    have he : quadForm A (w + v) = quadForm A w := by
      unfold quadForm
      rw [mulVec_add, hk, add_zero, star_add, add_dotProduct,
        Matrix.dotProduct_mulVec (star v), hk', zero_dotProduct, add_zero]
    rw [he]
    by_cases h0 : w = 0
    · simp [h0, quadForm]
    · exact (hW w hw h0).le
```

The induction `Finset.induction_on_min` inserts an energy `a` below all those already treated, so it runs from the highest level downwards as above. The hypothesis `hM` then makes the non-negative form positive at every lower energy `E₀`.

```lean
omit [DecidableEq n] in
/-- For a strictly decreasing Hermitian matrix function, finitely many energies give a space of
dimension equal to their total degeneracy, on whose nonzero vectors the form is positive at every
lower energy. -/
theorem exists_positive_space {I : Set ℝ} {M : ℝ → Matrix n n ℂ}
    (hH : ∀ E ∈ I, (M E).IsHermitian)
    (hM : ∀ E ∈ I, ∀ E' ∈ I, E < E' → (M E - M E').PosDef) (s : Finset ℝ) :
    (∀ E ∈ s, E ∈ I) → ∃ W : Submodule ℂ (n → ℂ),
      Module.finrank ℂ W = ∑ E ∈ s, degeneracy (M E) ∧
      ∀ E₀ ∈ I, (∀ E ∈ s, E₀ < E) → ∀ w ∈ W, w ≠ 0 → 0 < quadForm (M E₀) w := by
  refine Finset.induction_on_min s ?_ ?_
  · intro _
    refine ⟨⊥, by simp, ?_⟩
    intro E₀ _ _ w hw h0
    exact absurd ((Submodule.mem_bot ℂ).mp hw) h0
  · intro a s ha ih hs
    have haI : a ∈ I := hs a (Finset.mem_insert_self a s)
    obtain ⟨W, hd, hW⟩ := ih fun E hE => hs E (Finset.mem_insert_of_mem hE)
    obtain ⟨V, hVd, hV⟩ := exists_nonneg_extension (hH a haI) W (hW a haI ha)
    have has : a ∉ s := fun h => lt_irrefl a (ha a h)
    refine ⟨V, by rw [hVd, hd, Finset.sum_insert has, add_comm], ?_⟩
    intro E₀ hE₀ hlt x hx h0
    -- lowering the energy adds a positive definite matrix
    have hp := (hM E₀ hE₀ a haI (hlt a (Finset.mem_insert_self a s))).dotProduct_mulVec_pos h0
    have hr := (Complex.lt_def.mp hp).1
    rw [sub_mulVec, dotProduct_sub, Complex.sub_re, Complex.zero_re] at hr
    have hn := hV x hx
    unfold quadForm at hn ⊢
    linarith
```

## The bound for a general decreasing matrix

Here `I` is any set of real energies, not an identity matrix, and `hM` is the strict decrease. The total degeneracy is the dimension of a subspace of $\mathbb C^n$.

```lean
omit [DecidableEq n] in
/-- For a strictly decreasing Hermitian `n` by `n` matrix function, the degeneracies at any
finitely many energies add up to at most `n`. -/
theorem total_degeneracy_le {I : Set ℝ} {M : ℝ → Matrix n n ℂ}
    (hH : ∀ E ∈ I, (M E).IsHermitian)
    (hM : ∀ E ∈ I, ∀ E' ∈ I, E < E' → (M E - M E').PosDef)
    (s : Finset ℝ) (hs : ∀ E ∈ s, E ∈ I) :
    ∑ E ∈ s, degeneracy (M E) ≤ Fintype.card n := by
  obtain ⟨W, hd, _⟩ := exists_positive_space hH hM s hs
  rw [← hd, ← Module.finrank_fintype_fun_eq_card ℂ (η := n)]
  exact Submodule.finrank_le W
```

The count of distinct levels follows because a singular matrix has a nonzero kernel vector, so that each level contributes at least one to the sum. The theorem states finiteness separately because `ncard` assigns zero to an infinite set. If the set were infinite, it would contain $n+1$ levels, against `key`.

```lean
/-- A strictly decreasing Hermitian `n` by `n` matrix function is singular at no more than
`n` distinct energies. -/
theorem singular_energies_le {I : Set ℝ} {M : ℝ → Matrix n n ℂ}
    (hH : ∀ E ∈ I, (M E).IsHermitian)
    (hM : ∀ E ∈ I, ∀ E' ∈ I, E < E' → (M E - M E').PosDef) :
    {E | E ∈ I ∧ (M E).det = 0}.Finite ∧
      {E | E ∈ I ∧ (M E).det = 0}.ncard ≤ Fintype.card n := by
  have key : ∀ s : Finset ℝ, (∀ E ∈ s, E ∈ I ∧ (M E).det = 0) → s.card ≤ Fintype.card n := by
    intro s hs
    refine le_trans ?_ (total_degeneracy_le hH hM s fun E hE => (hs E hE).1)
    rw [Finset.card_eq_sum_ones]
    refine Finset.sum_le_sum fun E hE => ?_
    -- a singular matrix has a nonzero kernel vector
    obtain ⟨v, hv, hk⟩ := Matrix.exists_mulVec_eq_zero_iff.mpr (hs E hE).2
    refine Nat.one_le_iff_ne_zero.mpr fun h => hv ?_
    have hb : LinearMap.ker (M E).mulVecLin = ⊥ := Submodule.finrank_eq_zero.mp h
    have hm : v ∈ LinearMap.ker (M E).mulVecLin := hk
    rw [hb] at hm
    exact (Submodule.mem_bot ℂ).mp hm
  have hfin : {E | E ∈ I ∧ (M E).det = 0}.Finite := by
    by_contra hinf
    obtain ⟨t, ht, hc⟩ := Set.Infinite.exists_subset_card_eq hinf (Fintype.card n + 1)
    have h := key t fun E hE => ht hE
    omega
  refine ⟨hfin, ?_⟩
  rw [Set.ncard_eq_toFinset_card _ hfin]
  exact key _ fun E hE => hfin.mem_toFinset.mp hE
```

## The bound for KKR levels

```lean
omit [Fintype n] in
/-- The KKR matrix is Hermitian. -/
theorem kkrMatrix_isHermitian (c : n → ℝ → ℝ) (ε : g → ℝ) (Y : Matrix n g ℂ) (E : ℝ) :
    (kkrMatrix c ε Y E).IsHermitian := by
  unfold Matrix.IsHermitian kkrMatrix
  rw [conjTranspose_sub, conjTranspose_mul, conjTranspose_mul, conjTranspose_conjTranspose,
    (realDiag_isHermitian _).eq, (realDiag_isHermitian _).eq, Matrix.mul_assoc]
```

The hypothesis `hI` says that `I` contains every energy between two of its members, `hε` keeps the poles out of `I`, `hc` is the postulate on the scattering strengths, and `hY` is the resolution condition. In the proof, `hform` is the quadratic form derived above and `hpole` the inequality for each pole. The sums `h1` and `h2` compare the two contributions, and the second comparison is strict because some component of $Y^\dagger x$ is nonzero.

```lean
/-- On an interval without free-electron poles the KKR matrix strictly decreases with energy, if
the inverse scattering strengths do not increase and `Y†` annihilates no nonzero vector. -/
theorem kkrMatrix_decreasing {I : Set ℝ} (hI : I.OrdConnected) {c : n → ℝ → ℝ} {ε : g → ℝ}
    {Y : Matrix n g ℂ} (hc : ∀ l, AntitoneOn (c l) I) (hε : ∀ G, ε G ∉ I)
    (hY : ∀ x, Yᴴ *ᵥ x = 0 → x = 0) :
    ∀ E ∈ I, ∀ E' ∈ I, E < E' → (kkrMatrix c ε Y E - kkrMatrix c ε Y E').PosDef := by
  intro E hE E' hE' hlt
  refine Matrix.posDef_iff_dotProduct_mulVec.mpr
    ⟨(kkrMatrix_isHermitian c ε Y E).sub (kkrMatrix_isHermitian c ε Y E'), fun x hx => ?_⟩
  have hs : star x ᵥ* Y = star (Yᴴ *ᵥ x) := by
    rw [Matrix.star_mulVec, conjTranspose_conjTranspose]
  have hform : ∀ e, star x ⬝ᵥ kkrMatrix c ε Y e *ᵥ x =
      ((∑ l, c l e * Complex.normSq (x l) -
        ∑ G, 1 / (ε G - e) * Complex.normSq ((Yᴴ *ᵥ x) G) : ℝ) : ℂ) := by
    intro e
    unfold kkrMatrix
    rw [sub_mulVec, dotProduct_sub, ← mulVec_mulVec, ← mulVec_mulVec,
      Matrix.dotProduct_mulVec (star x) Y, hs, realDiag_form, realDiag_form, Complex.ofReal_sub]
  -- both energies lie on the same side of each pole
  have hpole : ∀ G, 1 / (ε G - E) < 1 / (ε G - E') := by
    intro G
    have hprod : 0 < (ε G - E') * (ε G - E) := by
      rcases lt_or_ge (ε G) E with h | h
      · exact mul_pos_of_neg_of_neg (by linarith) (by linarith)
      · rcases lt_or_ge E' (ε G) with h' | h'
        · exact mul_pos (by linarith) (by linarith)
        · exact absurd (hI.out hE hE' ⟨h, h'⟩) (hε G)
    rw [← sub_pos, div_sub_div _ _ (left_ne_zero_of_mul hprod.ne')
      (right_ne_zero_of_mul hprod.ne')]
    exact div_pos (by linarith) hprod
  obtain ⟨G, hG⟩ := Function.ne_iff.mp fun h => hx (hY x h)
  have h1 : ∑ l, c l E' * Complex.normSq (x l) ≤ ∑ l, c l E * Complex.normSq (x l) :=
    Finset.sum_le_sum fun l _ =>
      mul_le_mul_of_nonneg_right (hc l hE hE' hlt.le) (Complex.normSq_nonneg _)
  have h2 : ∑ G, 1 / (ε G - E) * Complex.normSq ((Yᴴ *ᵥ x) G) <
      ∑ G, 1 / (ε G - E') * Complex.normSq ((Yᴴ *ᵥ x) G) :=
    Finset.sum_lt_sum
      (fun G _ => mul_le_mul_of_nonneg_right (hpole G).le (Complex.normSq_nonneg _))
      ⟨G, Finset.mem_univ G, mul_lt_mul_of_pos_right (hpole G) (Complex.normSq_pos.mpr hG)⟩
  rw [sub_mulVec, dotProduct_sub, hform, hform, ← Complex.ofReal_sub, Complex.zero_lt_real]
  linarith
```

With the decrease established, the general bound gives the count of distinct levels. The bound on total degeneracy can be applied to the same matrix.

```lean
/-- Between free-electron poles `n` partial waves give at most `n` distinct KKR levels, if the
inverse scattering strengths do not increase and `Y†` annihilates no nonzero vector. -/
theorem kkr_levels_le {I : Set ℝ} (hI : I.OrdConnected) {c : n → ℝ → ℝ} {ε : g → ℝ}
    {Y : Matrix n g ℂ} (hc : ∀ l, AntitoneOn (c l) I) (hε : ∀ G, ε G ∉ I)
    (hY : ∀ x, Yᴴ *ᵥ x = 0 → x = 0) :
    {E | E ∈ I ∧ (kkrMatrix c ε Y E).det = 0}.Finite ∧
      {E | E ∈ I ∧ (kkrMatrix c ε Y E).det = 0}.ncard ≤ Fintype.card n :=
  singular_energies_le (fun E _ => kkrMatrix_isHermitian c ε Y E)
    (kkrMatrix_decreasing hI hc hε hY)
```

## A matrix that attains the bound

The matrix $\mathrm{diag}(e_i-E)$ with distinct real $e_i$ is singular exactly at the energies $e_i$. Its difference at $E<E'$ is $(E'-E)$ times the identity, which is positive definite. The number $n$ in the general bound therefore cannot be lowered.

```lean
/-- For distinct real `e i` the matrix `diag(e i - E)` is Hermitian, strictly decreases with
energy, and is singular at exactly `n` energies. -/
theorem level_bound_sharp (e : n → ℝ) (he : Function.Injective e) :
    (∀ E : ℝ, (realDiag fun i => e i - E).IsHermitian) ∧
    (∀ E E' : ℝ, E < E' →
      ((realDiag fun i => e i - E) - realDiag fun i => e i - E').PosDef) ∧
    {E : ℝ | (realDiag fun i => e i - E).det = 0}.ncard = Fintype.card n := by
  refine ⟨fun E => realDiag_isHermitian _, fun E E' hlt => ?_, ?_⟩
  · refine Matrix.posDef_iff_dotProduct_mulVec.mpr
      ⟨(realDiag_isHermitian _).sub (realDiag_isHermitian _), fun x hx => ?_⟩
    obtain ⟨i, hi⟩ := Function.ne_iff.mp hx
    rw [sub_mulVec, dotProduct_sub, realDiag_form, realDiag_form, ← Complex.ofReal_sub,
      Complex.zero_lt_real, sub_pos]
    exact Finset.sum_lt_sum
      (fun j _ => mul_le_mul_of_nonneg_right (by linarith) (Complex.normSq_nonneg _))
      ⟨i, Finset.mem_univ i, mul_lt_mul_of_pos_right (by linarith) (Complex.normSq_pos.mpr hi)⟩
  · -- the determinant vanishes exactly at the energies `e i`
    have hset : {E : ℝ | (realDiag fun i => e i - E).det = 0} = e '' Set.univ := by
      ext E
      simp only [Set.mem_ofPred_eq, realDiag, det_diagonal, Finset.prod_eq_zero_iff,
        Finset.mem_univ, true_and, Complex.ofReal_eq_zero, sub_eq_zero, Set.mem_image,
        Set.mem_univ]
    rw [hset, Set.ncard_image_of_injective _ he, Set.ncard_univ, Nat.card_eq_fintype_card]

end

end KKRLevelCount
```

```lean
#print axioms KKRLevelCount.kkrMatrix_decreasing
#print axioms KKRLevelCount.kkr_levels_le
#print axioms KKRLevelCount.level_bound_sharp
```

```
'KKRLevelCount.kkrMatrix_decreasing' depends on axioms: [propext, Classical.choice, Quot.sound]
'KKRLevelCount.kkr_levels_le' depends on axioms: [propext, Classical.choice, Quot.sound]
'KKRLevelCount.level_bound_sharp' depends on axioms: [propext, Classical.choice, Quot.sound]
```
